# For a real symmetric, invariant Hamiltonian on finitely many configurations, the trace of the sign-projected propagator is a sum of squares

## Configurations, signs and the projector

Let X be a finite set of configurations and G a finite group acting on it. The action of g on y is written g•y. Each group element gives a matrix P_g that moves configurations:

P_g(x,y) = 1 if x = g•y, and 0 otherwise.

A homomorphism χ from G to {+1, −1} attaches a sign to each group element. The signed group average is

A = |G|⁻¹ Σ_g χ(g) P_g.

For N identical fermions, x lists the spin-orbital (one-particle state, spin included) occupied by each labelled particle, G is the group of permutations of the labels, and χ is the sign of the permutation. A is then the antisymmetriser. The trivial χ gives the bosonic projector instead.

The Hamiltonian is a real matrix H on X with two properties:

- H is symmetric, H(x,y) = H(y,x). The amplitudes are real in the chosen basis, which excludes complex hopping phases such as those produced by a magnetic field.
- H is invariant, H(g•x, g•y) = H(x,y). For identical particles this says that the energy does not depend on how they are labelled.

The projected propagator at imaginary time b, with ħ = 1, is

ρ_F(b) = A exp(−bH).

## A squared amplitude for every pair of configurations

Under these hypotheses, for every real β:

- ρ_F(b) is symmetric for every real b;
- ρ_F(β) = ρ_F(β/2)²;
- Tr ρ_F(β) = Σ_{x,y} ρ_F(β/2)(x,y)² ≥ 0;
- Tr ρ_F(β) > 0 exactly when A ≠ 0.

In the fermionic case the trace is the canonical partition function at inverse temperature β. Its nonnegativity is also clear from the spectrum of H in the antisymmetric sector. Writing the propagator as a square adds a decomposition into nonnegative terms, one for each pair (x,y): the system goes from y to x in half the imaginary time and returns with the same amplitude. The Lean name `time_reversal_doubling` refers to this equality of the outward and return amplitudes.

For path-integral Monte Carlo on a finite configuration space, the identity supplies a nonnegative weight for each pair of half-time endpoints, provided that the projected amplitude ρ_F(β/2)(x,y) is available. That amplitude is itself a signed sum over group elements, so the cancellations behind the fermion sign problem remain inside the square.

The case A = 0 does occur. If two fermions have a single spin-orbital between them, X has one element, both permutations act trivially, and A = (1 − 1)/2 = 0. This is Pauli exclusion.

## From relabelled group sums to the square

The matrices P_g multiply like the group elements:

(P_g P_h)(x,y) = Σ_z [x = g•z][z = h•y] = [x = gh•y] = P_{gh}(x,y),

where a bracket is 1 if its condition is true and 0 if not. Since y = g•x means the same as x = g⁻¹•y, the transpose of P_g is P_{g⁻¹}.

Multiplying A by one signed group element only relabels the sum:

χ(g) P_g A = |G|⁻¹ Σ_h χ(gh) P_{gh} = A.

Averaging this over g gives A² = A. For the transpose, χ(g⁻¹) = χ(g) because a sign is its own inverse, so

Aᵀ = |G|⁻¹ Σ_g χ(g⁻¹) P_{g⁻¹} = A.

Thus A is an orthogonal projector.

Next, A commutes with H. The two products with P_g have the elements

(P_g H)(x,y) = H(g⁻¹•x, y),
(H P_g)(x,y) = H(x, g•y),

and invariance, applied to the pair (g⁻¹•x, y), makes them equal. Hence AH = HA. It follows that A commutes with every power of H, and so with exp(−bH).

Imaginary times now add, because the projector can be doubled and one copy moved between the two factors:

ρ_F(b+c) = A exp(−bH) exp(−cH)
= A A exp(−bH) exp(−cH)
= A exp(−bH) A exp(−cH)
= ρ_F(b) ρ_F(c).

Setting b = c = β/2 gives the square. Symmetry follows from

ρ_F(b)ᵀ = exp(−bH)ᵀ Aᵀ = exp(−bH) A = A exp(−bH) = ρ_F(b).

The trace is therefore

Tr ρ_F(β) = Σ_{x,y} ρ_F(β/2)(x,y) ρ_F(β/2)(y,x) = Σ_{x,y} ρ_F(β/2)(x,y)².

If this sum vanishes, every term vanishes and ρ_F(β/2) = 0. Then

A = ρ_F(0) = ρ_F(β/2) ρ_F(−β/2) = 0.

Conversely, A = 0 makes ρ_F(β) and its trace zero.

## Two configurations with an exchange

Put two fermions in two orthonormal spin-orbitals u and v, one in each. The configurations are (u,v) and (v,u), and swapping the labels exchanges them. Let H have zero diagonal and off-diagonal elements −t, with t real. Such an element moves both particles at once, so it comes from the two-particle interaction and not from one-particle hopping; the Lean docstring calls t a hopping amplitude in the sense of a move between configurations. The projector has diagonal elements 1/2 and off-diagonal elements −1/2. It projects onto the normalised vector (1, −1)/√2, on which H has eigenvalue t, so

ρ_F(b) = exp(−bt) A.

Half of the elements of ρ_F(β/2) are negative. Each of the four squares equals exp(−βt)/4, and their sum is Tr ρ_F(β) = exp(−βt).

## Types and hypotheses in Lean

Configurations form a finite type `X`, and operators are matrices of type `Matrix X X ℝ`. The action is `MulAction G X`, written `g • x`. The sign character is `χ : G →* ℤˣ`: its values are the invertible integers, which are exactly 1 and −1, and they are converted to real numbers inside `projector`. The exponential `NormedSpace.exp` is the matrix exponential, not an element-by-element one.

The two physical assumptions appear as `hsymm : H.IsSymm` and `hinv : IsInvariant G H`. The theorem `time_reversal_doubling` joins symmetry, squaring, the trace formula and nonnegativity in one statement, and `trace_pos_iff` gives the criterion for strict positivity. Neither restricts the sign of β, and an empty `X` is allowed, in which case the projector and the trace are zero. The theorem `exchange_witness` establishes the symmetry and invariance of the two-configuration matrix and the elements of its projector.

The model has no continuous coordinates, time-step discretisation, auxiliary fields or sampling.

```lean
import Mathlib

open Matrix

namespace FermionTimeDoubling

noncomputable section

variable {G X : Type*} [Group G] [MulAction G X] [DecidableEq X]

/-- The operator `P_g` that moves the configuration `y` to `g • y`. -/
def permOp (g : G) : Matrix X X ℝ :=
  Matrix.of fun x y => if x = g • y then 1 else 0

/-- A matrix `H` on configurations is invariant under `G` if its elements do not change
when both configurations are moved by the same group element. -/
def IsInvariant (G : Type*) {X : Type*} [Group G] [MulAction G X]
    (H : Matrix X X ℝ) : Prop :=
  ∀ (g : G) (x y : X), H (g • x) (g • y) = H x y

/-- The transpose of `P_g` is the operator of the inverse group element. -/
theorem permOp_transpose (g : G) :
    (permOp g : Matrix X X ℝ)ᵀ = permOp g⁻¹ := by
  ext x y
  have h : y = g • x ↔ x = g⁻¹ • y :=
    ⟨fun h => eq_inv_smul_iff.mpr h.symm, fun h => (eq_inv_smul_iff.mp h).symm⟩
  exact if_congr h rfl rfl

variable [Fintype X]

/-- The operators `P_g` multiply like the group elements. -/
theorem permOp_mul (g h : G) :
    (permOp (g * h) : Matrix X X ℝ) = permOp g * permOp h := by
  ext x y
  simp only [permOp, Matrix.mul_apply, Matrix.of_apply]
  rw [Finset.sum_eq_single (h • y)]
  · simp [mul_smul]
  · intro z _ hz
    simp [hz]
  · simp

variable [Fintype G]

/-- The projector `A`: the average over the group of `χ(g) P_g`, where `χ` assigns a sign
to each group element. -/
def projector (X : Type*) [MulAction G X] [DecidableEq X] (χ : G →* ℤˣ) :
    Matrix X X ℝ :=
  (Fintype.card G : ℝ)⁻¹ • ∑ g : G, ((χ g : ℤ) : ℝ) • permOp g

/-- The projected propagator `ρ_F(b) = A exp(-b H)` at imaginary time `b`, for any sign character
`χ`. -/
def rhoF (χ : G →* ℤˣ) (H : Matrix X X ℝ) (b : ℝ) : Matrix X X ℝ :=
  projector X χ * NormedSpace.exp ((-b) • H)

/-- A group operation together with its sign leaves `A` unchanged: `χ(g) P_g A = A`. -/
theorem signed_permOp_mul_projector (χ : G →* ℤˣ) (g : G) :
    (((χ g : ℤ) : ℝ) • permOp g) * projector X χ = projector X χ := by
  unfold projector
  rw [Matrix.mul_smul, Matrix.mul_sum]
  congr 1
  -- relabel the group sum by `h ↦ g h`
  refine Fintype.sum_equiv (Equiv.mulLeft g) _ _ fun h => ?_
  rw [Matrix.smul_mul, Matrix.mul_smul, smul_smul, ← permOp_mul]
  simp [map_mul]

/-- The signed group average is idempotent: `A² = A`. -/
theorem projector_mul_self (χ : G →* ℤˣ) :
    projector X χ * projector X χ = projector X χ := by
  have hG : (Fintype.card G : ℝ) ≠ 0 := Nat.cast_ne_zero.mpr Fintype.card_ne_zero
  calc projector X χ * projector X χ
      = ((Fintype.card G : ℝ)⁻¹ • ∑ g : G, ((χ g : ℤ) : ℝ) • permOp g)
          * projector X χ := rfl
    _ = (Fintype.card G : ℝ)⁻¹ •
          ∑ g : G, (((χ g : ℤ) : ℝ) • permOp g) * projector X χ := by
        rw [Matrix.smul_mul, Matrix.sum_mul]
    _ = projector X χ := by
        simp only [signed_permOp_mul_projector, Finset.sum_const, Finset.card_univ]
        rw [← Nat.cast_smul_eq_nsmul ℝ, smul_smul, inv_mul_cancel₀ hG, one_smul]

omit [Fintype X] in
/-- The signed group average is a symmetric matrix. -/
theorem projector_isSymm (χ : G →* ℤˣ) : (projector X χ).IsSymm := by
  unfold Matrix.IsSymm projector
  rw [Matrix.transpose_smul, Matrix.transpose_sum]
  congr 1
  -- relabel the group sum by `g ↦ g⁻¹`; a sign is its own inverse
  refine Fintype.sum_equiv (Equiv.inv G) _ _ fun g => ?_
  have e : χ g⁻¹ = χ g := by rw [map_inv, Int.units_inv_eq_self]
  rw [Matrix.transpose_smul, permOp_transpose]
  show _ = ((χ g⁻¹ : ℤ) : ℝ) • (permOp g⁻¹ : Matrix X X ℝ)
  rw [e]

/-- For a `G`-invariant `H`, the projector `A` commutes with `exp(-b H)`. -/
theorem projector_commute_exp (χ : G →* ℤˣ) {H : Matrix X X ℝ}
    (hinv : IsInvariant G H) (b : ℝ) :
    Commute (projector X χ) (NormedSpace.exp ((-b) • H)) := by
  -- each single group operation commutes with `H`
  have hP : ∀ g : G, Commute (permOp g) H := by
    intro g
    show permOp g * H = H * permOp g
    ext x y
    have h1 : (permOp g * H : Matrix X X ℝ) x y = H (g⁻¹ • x) y := by
      rw [Matrix.mul_apply, Finset.sum_eq_single (g⁻¹ • x)]
      · simp [permOp]
      · intro z _ hz
        have hx : x ≠ g • z := fun h => hz (by rw [h, inv_smul_smul])
        simp [permOp, hx]
      · simp
    have h2 : (H * permOp g : Matrix X X ℝ) x y = H x (g • y) := by
      rw [Matrix.mul_apply, Finset.sum_eq_single (g • y)]
      · simp [permOp]
      · intro z _ hz
        simp [permOp, hz]
      · simp
    rw [h1, h2, ← hinv g (g⁻¹ • x) y, smul_inv_smul]
  have hA : Commute (projector X χ) H :=
    (Commute.sum_left _ _ _ fun g _ => (hP g).smul_left _).smul_left _
  exact (hA.smul_right (-b)).exp_right

/-- For a `G`-invariant `H`, imaginary times add: `ρ_F(b + c) = ρ_F(b) ρ_F(c)`. -/
theorem rhoF_add (χ : G →* ℤˣ) {H : Matrix X X ℝ} (hinv : IsInvariant G H) (b c : ℝ) :
    rhoF χ H (b + c) = rhoF χ H b * rhoF χ H c := by
  have hE : NormedSpace.exp ((-(b + c)) • H)
      = NormedSpace.exp ((-b) • H) * NormedSpace.exp ((-c) • H) := by
    rw [← Matrix.exp_add_of_commute _ _ (((Commute.refl H).smul_left _).smul_right _),
      ← add_smul, neg_add]
  -- one projector may be doubled and moved between the two time slices
  have key : ∀ A E F : Matrix X X ℝ, A * A = A → A * E = E * A →
      A * (E * F) = A * E * (A * F) := by
    intro A E F h1 h2
    calc A * (E * F) = A * A * E * F := by rw [h1, mul_assoc]
      _ = A * (A * E) * F := by rw [mul_assoc A A E]
      _ = A * (E * A) * F := by rw [h2]
      _ = A * E * (A * F) := by simp only [mul_assoc]
  unfold rhoF
  rw [hE]
  exact key _ _ _ (projector_mul_self χ) (projector_commute_exp χ hinv b).eq

/-- Time-reversal doubling: for a real symmetric `G`-invariant `H`, the propagator `ρ_F` is
symmetric, `ρ_F(β)` is the square of `ρ_F(β/2)`, and its trace is the sum of the squared
elements of `ρ_F(β/2)`, hence nonnegative. -/
theorem time_reversal_doubling (χ : G →* ℤˣ) {H : Matrix X X ℝ} (hsymm : H.IsSymm)
    (hinv : IsInvariant G H) (β : ℝ) :
    (∀ b, (rhoF χ H b).IsSymm) ∧
    rhoF χ H β = rhoF χ H (β / 2) ^ 2 ∧
    (rhoF χ H β).trace = ∑ x, ∑ y, rhoF χ H (β / 2) x y ^ 2 ∧
    0 ≤ (rhoF χ H β).trace := by
  have hs : ∀ b, (rhoF χ H b).IsSymm := by
    intro b
    unfold Matrix.IsSymm rhoF
    rw [Matrix.transpose_mul, (projector_isSymm χ).eq, ← Matrix.exp_transpose,
      Matrix.transpose_smul, hsymm.eq]
    exact (projector_commute_exp χ hinv b).eq.symm
  have hsq : rhoF χ H β = rhoF χ H (β / 2) ^ 2 := by
    rw [pow_two, ← rhoF_add χ hinv, add_halves]
  have htr : (rhoF χ H β).trace = ∑ x, ∑ y, rhoF χ H (β / 2) x y ^ 2 := by
    rw [hsq, pow_two]
    simp only [Matrix.trace, Matrix.diag_apply, Matrix.mul_apply]
    refine Finset.sum_congr rfl fun x _ => Finset.sum_congr rfl fun y _ => ?_
    -- the way back has the same amplitude as the way out
    rw [(hs (β / 2)).apply x y, pow_two]
  refine ⟨hs, hsq, htr, ?_⟩
  rw [htr]
  exact Finset.sum_nonneg fun x _ => Finset.sum_nonneg fun y _ => sq_nonneg _

/-- For a real symmetric `G`-invariant `H`, the trace of `ρ_F(β)` is strictly positive
exactly when the projector `A` is not zero. -/
theorem trace_pos_iff (χ : G →* ℤˣ) {H : Matrix X X ℝ} (hsymm : H.IsSymm)
    (hinv : IsInvariant G H) (β : ℝ) :
    0 < (rhoF χ H β).trace ↔ projector X χ ≠ 0 := by
  obtain ⟨_, _, htr, hnn⟩ := time_reversal_doubling χ hsymm hinv β
  constructor
  · intro hpos h0
    have hz : rhoF χ H β = 0 := by simp [rhoF, h0]
    rw [hz, Matrix.trace_zero] at hpos
    exact lt_irrefl _ hpos
  · intro hA
    refine lt_of_le_of_ne hnn fun h => hA ?_
    rw [htr] at h
    -- a vanishing sum of squares kills the half-time propagator
    have hz : rhoF χ H (β / 2) = 0 := by
      ext x y
      have h1 : ∀ x ∈ Finset.univ, ∑ y, rhoF χ H (β / 2) x y ^ 2 = 0 :=
        (Finset.sum_eq_zero_iff_of_nonneg (fun x _ => by positivity)).1 h.symm
      have h2 : ∀ y ∈ Finset.univ, rhoF χ H (β / 2) x y ^ 2 = 0 :=
        (Finset.sum_eq_zero_iff_of_nonneg (fun y _ => by positivity)).1
          (h1 x (Finset.mem_univ x))
      exact (pow_eq_zero_iff two_ne_zero).1 (h2 y (Finset.mem_univ y))
    -- propagating back to time zero recovers the projector
    calc projector X χ = rhoF χ H (β / 2 + -(β / 2)) := by simp [rhoF]
      _ = 0 := by rw [rhoF_add χ hinv, hz, zero_mul]

/-- Two configurations exchanged by a permutation, with hopping amplitude `t`: the hopping
matrix is symmetric and invariant, and the projector for the sign of the permutation has
diagonal elements `1/2` and off-diagonal elements `-1/2`. -/
theorem exchange_witness (t : ℝ) :
    (!![0, -t; -t, 0] : Matrix (Fin 2) (Fin 2) ℝ).IsSymm ∧
    IsInvariant (Equiv.Perm (Fin 2)) !![0, -t; -t, 0] ∧
    projector (Fin 2) (Equiv.Perm.sign : Equiv.Perm (Fin 2) →* ℤˣ)
      = !![1 / 2, -1 / 2; -1 / 2, 1 / 2] := by
  refine ⟨?_, ?_, ?_⟩
  · ext i j
    fin_cases i <;> fin_cases j <;> simp
  · intro g x y
    have hg : ∀ g : Equiv.Perm (Fin 2), g = 1 ∨ g = Equiv.swap 0 1 := by decide
    rcases hg g with rfl | rfl <;> fin_cases x <;> fin_cases y <;>
      simp [Equiv.Perm.smul_def]
  · have hu : (Finset.univ : Finset (Equiv.Perm (Fin 2))) = {1, Equiv.swap 0 1} := by
      decide
    have hne : (1 : Equiv.Perm (Fin 2)) ≠ Equiv.swap 0 1 := by decide
    have hc : Fintype.card (Equiv.Perm (Fin 2)) = 2 := by
      rw [Fintype.card_perm]
      rfl
    have hs : Equiv.Perm.sign (Equiv.swap 0 1 : Equiv.Perm (Fin 2)) = -1 :=
      Equiv.Perm.sign_swap (by decide)
    unfold projector
    rw [hc, hu, Finset.sum_pair hne, hs]
    ext i j
    fin_cases i <;> fin_cases j <;> norm_num [permOp, Equiv.Perm.smul_def]

end

end FermionTimeDoubling
```

```lean
#print axioms FermionTimeDoubling.trace_pos_iff
```

```
'FermionTimeDoubling.trace_pos_iff' depends on axioms: [propext, Classical.choice, Quot.sound]
```

## How the lemmas carry the argument

`permOp_transpose` and `permOp_mul` are the two rules for P_g. In the second, `Finset.sum_eq_single` picks out the one intermediate configuration, `h • y`, that contributes to the matrix product.

The relabelling of group sums is done by `Fintype.sum_equiv`. In `signed_permOp_mul_projector` the relabelling is left multiplication by `g`; in `projector_isSymm` it is inversion. `projector_mul_self` then adds up |G| equal copies of A and cancels the factor |G|⁻¹.

`projector_commute_exp` computes the elements of the two products as `h1` and `h2` and equates them by invariance. In `rhoF_add`, the exponential of a sum is first split into two factors, which is allowed because multiples of H commute. The auxiliary statement `key` then doubles the projector and moves one copy. The theorem `rhoF_add` needs invariance but not the symmetry of H.

Within `time_reversal_doubling`, `hs` is the transpose calculation, `hsq` is additivity at two equal half-times, and `htr` expands the trace and uses `hs` to replace the return amplitude by the outward one. Nonnegativity is then that of a sum of squares. For strict positivity, `trace_pos_iff` applies `Finset.sum_eq_zero_iff_of_nonneg` twice, once for each sum, and then propagates back to time zero.

## Commutation as an object: `Commute`

The argument turns on carrying a commutation relation from single group elements to a full exponential. Mathlib's `Commute a b` stands for the equation a b = b a, and comes with lemmas that build new commuting pairs from old ones.

In the commutation argument, matrix elements are compared only for `Commute (permOp g) H`. From there, `smul_left` inserts the sign, `Commute.sum_left` passes to the group sum, and a second `smul_left` supplies the factor |G|⁻¹. On the other side, `smul_right` turns H into −bH, and `exp_right` passes to the exponential, so the power series never has to be expanded in the file. Where the plain equation is needed for rewriting, `.eq` returns it.
